# A Slater determinant is linear in the row of one particle

The lemma concerns the unnormalised Slater determinant of `n + 2` particles in the monomial orbitals 1, t, t², …, up to degree `n + 1`, with values in any commutative ring. One particle sits at `a`, `n` others sit at the positions `y i`, and the second particle's row is left free, so it need not hold the orbital values at any point. The statement is that putting `r + (h • s + g • t)` in the free row gives the determinant with `r`, plus `h` times the one with `s`, plus `g` times the one with `t`. The attempt writes each matrix as a fixed matrix with row 1 replaced, checks this entry by entry in the step `upd`, and then applies Mathlib's rules for the determinant of a matrix with an updated row.

Lean 4 with Mathlib refuses this proof:

```lean
import Mathlib

open Polynomial Filter Topology

namespace DetPairMatrixLinear

noncomputable section

variable {R : Type*} [CommRing R] {n : ℕ}

/-- The values at the point `x` of the monomial orbitals `t ^ j`, `j = 0, …, m - 1`. -/
def orbitals {m : ℕ} (x : R) : Fin m → R := fun j => x ^ (j : ℕ)

/-- The matrix whose rows are the orbitals at `a`, a free row `r`, and the orbitals at
the positions `y i` of the other `n` particles. -/
def pairMatrix (a : R) (r : Fin (n + 2) → R) (y : Fin n → R) :
    Matrix (Fin (n + 2)) (Fin (n + 2)) R :=
  Matrix.of (Matrix.vecCons (orbitals a) (Matrix.vecCons r (fun i => orbitals (y i))))

/-- The determinant is linear in the row of the second particle. -/
theorem det_pairMatrix_linear (a h g : R) (r s t : Fin (n + 2) → R) (y : Fin n → R) :
    (pairMatrix a (r + (h • s + g • t)) y).det =
      (pairMatrix a r y).det + (h * (pairMatrix a s y).det + g * (pairMatrix a t y).det) := by
  -- the free row is an update of row 1 of a fixed matrix
  have upd : ∀ q : Fin (n + 2) → R,
      pairMatrix a q y = (pairMatrix a 0 y).updateRow 1 q := by
    intro q
    refine Matrix.ext fun i j => ?_
    induction i using Fin.cases with
    | zero => simp [pairMatrix, Matrix.updateRow_apply]
    | succ i =>
      induction i using Fin.cases with
      | zero => simp [pairMatrix, Matrix.updateRow_apply]
      | succ i => simp [pairMatrix, Matrix.updateRow_apply]
  rw [upd (r + (h • s + g • t)), upd r, upd s, upd t, Matrix.det_updateRow_add,
    Matrix.det_updateRow_add, Matrix.det_updateRow_smul, Matrix.det_updateRow_smul]

end

end DetPairMatrixLinear
```

Messages:

```
Main.lean:34:15: error: unsolved goals
case succ.succ
R : Type u_1
inst✝ : CommRing R
n : ℕ
a h g : R
r s t : Fin (n + 2) → R
y : Fin n → R
q : Fin (n + 2) → R
j : Fin (n + 2)
i : Fin n
⊢ i.succ.succ = 1 → orbitals (y i) j = q j
```

The repair, with which the file compiles:

```diff
@@ -32,5 +32,11 @@
       induction i using Fin.cases with
       | zero => simp [pairMatrix, Matrix.updateRow_apply]
-      | succ i => simp [pairMatrix, Matrix.updateRow_apply]
+      | succ i =>
+        have hne : i.succ.succ ≠ (1 : Fin (n + 2)) := by
+          intro h1
+          have h2 := congrArg Fin.val h1
+          rw [Fin.val_succ, Fin.val_succ, Fin.val_one] at h2
+          omega
+        simp [pairMatrix, Matrix.updateRow_apply, hne]
   rw [upd (r + (h • s + g • t)), upd r, upd s, upd t, Matrix.det_updateRow_add,
     Matrix.det_updateRow_add, Matrix.det_updateRow_smul, Matrix.det_updateRow_smul]
```

The error is in `upd`, in the case of the rows after the first two. There `Matrix.updateRow_apply` gives the entry on the right as an if-then-else: `q j` if the row index `i.succ.succ` equals 1, and the old entry otherwise. The old entry agrees with the left side, so `simp` is left with only the first branch, the implication `i.succ.succ = 1 → orbitals (y i) j = q j`. This is true because its premise is false: the index is at least 2. But `simp` did not refute the premise with the lemmas it had, and the goal stayed open.

The repair proves the missing fact as `hne`. It assumes the two indices are equal, passes to their values as natural numbers with `congrArg Fin.val`, and rewrites these with `Fin.val_succ` and `Fin.val_one`. The equation then says that a natural number plus 2 is 1, which `omega` refutes. Given `hne`, `simp` can discard the branch with `q j`, and the two sides agree.
